# Pair springs form a basis of the real symmetric matrices with zero row sums

A force-constant matrix is taken here to be any real symmetric $N\times N$ matrix $\Phi$ whose rows sum to zero, with one displacement coordinate $u_i$ per atom. Symmetry stands for the equality of mixed second derivatives of the energy. The zero row sums are the acoustic sum rule: a rigid translation of all atoms produces no force. Stability is not required, and spring constants may have either sign.

Number the atoms $0,\dots,N-1$ and let $e_i$ be the unit vector of atom $i$. A unit spring between atoms $i$ and $j$ means the energy $\tfrac12(u_i-u_j)^2$, whatever the direction in which the displacements are measured. It has the matrix

$$P^{ij}=(e_i-e_j)(e_i-e_j)^{T}.$$

The matrices $P^{ij}$ with $i<j$ are a basis of the space of force-constant matrices, which therefore has dimension $N(N-1)/2$. The expansion can be read off the matrix:

$$\Phi=\sum_{i<j}k_{ij}P^{ij},\qquad k_{ij}=-\Phi_{ij}.$$

## Storing only the upper triangle

A code that fits harmonic force constants for a finite system with one coordinate per atom can use the entries above the diagonal as its free parameters. It copies them below the diagonal and sets $\Phi_{ii}=-\sum_{j\ne i}\Phi_{ij}$. Both constraints then hold by construction, and no admissible matrix is lost.

## From matrix entries to spring constants

With Kronecker deltas, the entries of a pair spring are

$$P^{ij}_{ab}=(\delta_{ai}-\delta_{aj})(\delta_{bi}-\delta_{bj}).$$

Exchanging $a$ and $b$ changes nothing, so $P^{ij}$ is symmetric. Summing over $b$ gives $(\delta_{ai}-\delta_{aj})(1-1)=0$, so it obeys the sum rule.

Now take $i<j$ and look at an entry $(p,q)$ with $p<q$. It is nonzero only if $p$ and $q$ both lie in $\{i,j\}$, and the ordering then forces $p=i$ and $q=j$. The entry is $1\cdot(-1)=-1$. Hence a network $S=\sum_{i<j}k_{ij}P^{ij}$ has

$$S_{pq}=-k_{pq}\qquad(p<q).$$

If $S=0$, every $k_{pq}$ vanishes, which is linear independence.

For the span, let $D$ be a force-constant matrix that vanishes above the diagonal. By symmetry it also vanishes below. Each row sum then reduces to $D_{ii}$, so $D_{ii}=0$ and $D=0$. Given any force-constant matrix $\Phi$, choose $k_{ij}=-\Phi_{ij}$ and form $S$. The difference $D=S-\Phi$ is symmetric, has zero row sums and vanishes above the diagonal. Therefore $S=\Phi$.

It remains to count the pairs. Atom $j$ is the upper end of exactly $j$ pairs, so their number is $\sum_{j=0}^{N-1}j=N(N-1)/2$. For $N=1$ there are no pairs, and the only force-constant matrix is zero.

## A bending term with a negative spring

Take three equally spaced atoms on a line, and let $u_i$ be their displacements in one fixed direction perpendicular to it. A bending energy, with its stiffness set to one, is $\tfrac12(u_0-2u_1+u_2)^2$. Its matrix is

$$\Phi=\begin{pmatrix}1&-2&1\\-2&4&-2\\1&-2&1\end{pmatrix}.$$

Each row sums to zero. The entries above the diagonal give $k_{01}=2$, $k_{12}=2$ and $k_{02}=-1$. The diagonal confirms this: the springs attached to atoms 0, 1 and 2 sum to $2-1=1$, $2+2=4$ and $2-1=1$. In terms of the energy,

$$(u_0-2u_1+u_2)^2=2(u_0-u_1)^2+2(u_1-u_2)^2-(u_0-u_2)^2.$$

The left side is never negative, although one spring constant is. A fit that forced all $k_{ij}\ge 0$ could not reproduce this matrix, although its energy is never negative.

## The Lean file

```lean
import Mathlib

open Matrix

namespace PairSpringBasis

noncomputable section

/-- The space of force-constant matrices of `N` atoms with one displacement coordinate each:
real symmetric matrices whose rows sum to zero (the acoustic sum rule). -/
def forceConstants (N : ℕ) : Submodule ℝ (Matrix (Fin N) (Fin N) ℝ) where
  carrier := {Φ | Φᵀ = Φ ∧ ∀ i, ∑ j, Φ i j = 0}
  add_mem' := by
    rintro A B ⟨hA, hA'⟩ ⟨hB, hB'⟩
    exact ⟨by rw [transpose_add, hA, hB],
      fun i => by simp [Finset.sum_add_distrib, hA', hB']⟩
  zero_mem' := ⟨by simp, fun i => by simp⟩
  smul_mem' := by
    rintro c A ⟨hA, hA'⟩
    exact ⟨by rw [transpose_smul, hA], fun i => by simp [← Finset.mul_sum, hA']⟩

/-- A bond is a pair of atoms `i < j`. -/
abbrev Bond (N : ℕ) := {p : Fin N × Fin N // p.1 < p.2}

/-- The matrix `(e_i - e_j)(e_i - e_j)ᵀ` of a spring of unit strength between atoms `i` and `j`. -/
def pairSpring {N : ℕ} (i j : Fin N) : Matrix (Fin N) (Fin N) ℝ :=
  vecMulVec (Pi.single i (1 : ℝ) - Pi.single j (1 : ℝ))
    (Pi.single i (1 : ℝ) - Pi.single j (1 : ℝ))

/-- The force-constant matrix of a network with spring constant `k b` on each bond `b`. -/
def springNetwork {N : ℕ} (k : Bond N → ℝ) : Matrix (Fin N) (Fin N) ℝ :=
  ∑ b : Bond N, k b • pairSpring b.1.1 b.1.2

/-- The entries of a pair-spring matrix, written with Kronecker deltas. -/
theorem pairSpring_apply {N : ℕ} (i j a b : Fin N) :
    pairSpring i j a b = ((if a = i then (1 : ℝ) else 0) - (if a = j then (1 : ℝ) else 0)) *
      ((if b = i then (1 : ℝ) else 0) - (if b = j then (1 : ℝ) else 0)) := by
  simp [pairSpring, vecMulVec_apply, Pi.single_apply]

/-- A pair spring is symmetric and obeys the acoustic sum rule. -/
theorem pairSpring_mem {N : ℕ} (i j : Fin N) : pairSpring i j ∈ forceConstants N := by
  refine ⟨?_, fun a => ?_⟩
  · ext a b
    rw [transpose_apply, pairSpring_apply, pairSpring_apply, mul_comm]
  · simp only [pairSpring_apply]
    rw [← Finset.mul_sum, Finset.sum_sub_distrib]
    simp

/-- In a spring network, the matrix entry that couples the two atoms of a bond is minus the
spring constant of that bond. -/
theorem springNetwork_apply {N : ℕ} (k : Bond N → ℝ) (c : Bond N) :
    springNetwork k c.1.1 c.1.2 = -k c := by
  -- above the diagonal, a pair spring has a single nonzero entry
  have key : ∀ b : Bond N,
      pairSpring b.1.1 b.1.2 c.1.1 c.1.2 = if b = c then (-1 : ℝ) else 0 := by
    obtain ⟨⟨p, q⟩, hpq⟩ := c
    rintro ⟨⟨i, j⟩, hij⟩
    change p < q at hpq
    change i < j at hij
    have h1 := Fin.lt_def.1 hpq
    have h2 := Fin.lt_def.1 hij
    simp only [pairSpring_apply, Subtype.mk.injEq, Prod.mk.injEq, Fin.ext_iff]
    split_ifs <;> first | (exfalso; omega) | norm_num
  simp only [springNetwork, Matrix.sum_apply, Matrix.smul_apply, key]
  simp

/-- A force-constant matrix without any coupling between distinct atoms `i < j` is zero. -/
theorem eq_zero_of_uncoupled {N : ℕ} {Φ : Matrix (Fin N) (Fin N) ℝ}
    (hΦ : Φ ∈ forceConstants N) (h : ∀ i j, i < j → Φ i j = 0) : Φ = 0 := by
  -- symmetry removes the entries below the diagonal
  have off : ∀ i j, i ≠ j → Φ i j = 0 := by
    intro i j hij
    rcases lt_or_gt_of_ne hij with hlt | hgt
    · exact h i j hlt
    · exact (congrFun (congrFun hΦ.1 i) j).symm.trans (h j i hgt)
  ext i j
  by_cases hij : i = j
  · -- the sum rule removes the diagonal
    subst hij
    have hs := hΦ.2 i
    rwa [Finset.sum_eq_single i (fun j _ hj => off i j hj.symm) (by simp)] at hs
  · exact off i j hij

/-- A force-constant matrix `Φ` is the matrix of a spring network exactly when the spring
constant of each bond `i < j` is `-Φ i j`. -/
theorem springNetwork_eq_iff {N : ℕ} {Φ : Matrix (Fin N) (Fin N) ℝ}
    (hΦ : Φ ∈ forceConstants N) (k : Bond N → ℝ) :
    springNetwork k = Φ ↔ ∀ b : Bond N, k b = -Φ b.1.1 b.1.2 := by
  constructor
  · rintro rfl b
    rw [springNetwork_apply, neg_neg]
  · intro hk
    have hmem : springNetwork k ∈ forceConstants N :=
      Submodule.sum_mem _ fun b _ => Submodule.smul_mem _ _ (pairSpring_mem _ _)
    -- the difference is a force-constant matrix with no couplings left
    refine sub_eq_zero.1 (eq_zero_of_uncoupled (Submodule.sub_mem _ hmem hΦ) ?_)
    intro i j hij
    have e : springNetwork k i j = -k ⟨(i, j), hij⟩ := springNetwork_apply k ⟨(i, j), hij⟩
    have e' : k ⟨(i, j), hij⟩ = -Φ i j := hk ⟨(i, j), hij⟩
    rw [Matrix.sub_apply, e, e', neg_neg, sub_self]

/-- The number of bonds among `N` atoms is `N (N - 1) / 2`. -/
theorem card_bond (N : ℕ) : (Fintype.card (Bond N) : ℝ) = N * (N - 1) / 2 := by
  -- atom `j` is the upper end of exactly `j` bonds
  have h : Fintype.card (Bond N) = ∑ j ∈ Finset.range N, j := by
    rw [Fintype.card_subtype, Finset.card_filter, Fintype.sum_prod_type_right,
      ← Fin.sum_univ_eq_sum_range (fun j => j) N]
    refine Finset.sum_congr rfl fun j _ => ?_
    have hj : Finset.univ.filter (fun i : Fin N => i < j) = Finset.Iio j := by
      ext i
      simp
    rw [← Finset.card_filter]
    exact (congrArg Finset.card hj).trans (Fin.card_Iio j)
  rw [h]
  clear h
  push_cast
  induction N with
  | zero => simp
  | succ n ih =>
    rw [Finset.sum_range_succ, ih]
    push_cast
    ring

/-- The pair springs on the bonds `i < j` are linearly independent and span the space of
force-constant matrices, whose dimension is `N (N - 1) / 2`. -/
theorem pairSprings_basis (N : ℕ) :
    LinearIndependent ℝ (fun b : Bond N => pairSpring b.1.1 b.1.2) ∧
    Submodule.span ℝ (Set.range fun b : Bond N => pairSpring b.1.1 b.1.2) = forceConstants N ∧
    (Module.finrank ℝ (forceConstants N) : ℝ) = N * (N - 1) / 2 := by
  have hli : LinearIndependent ℝ (fun b : Bond N => pairSpring b.1.1 b.1.2) := by
    refine Fintype.linearIndependent_iff.2 fun k hk c => ?_
    have hk' : springNetwork k = 0 := hk
    have hc := springNetwork_apply k c
    rw [hk', Matrix.zero_apply] at hc
    linarith
  have hspan : Submodule.span ℝ (Set.range fun b : Bond N => pairSpring b.1.1 b.1.2)
      = forceConstants N := by
    apply le_antisymm
    · refine Submodule.span_le.2 ?_
      rintro _ ⟨b, rfl⟩
      exact pairSpring_mem _ _
    · intro Φ hΦ
      -- read the spring constants off the matrix
      rw [← (springNetwork_eq_iff hΦ fun b => -Φ b.1.1 b.1.2).2 fun _ => rfl]
      exact Submodule.sum_mem _ fun b _ =>
        Submodule.smul_mem _ _ (Submodule.subset_span ⟨b, rfl⟩)
  refine ⟨hli, hspan, ?_⟩
  rw [← hspan, finrank_span_eq_card hli, card_bond]

/-- The bending matrix of a three-atom chain, built from the displacement combination
`u₀ - 2 u₁ + u₂`, is a network with spring constants `2`, `2` between neighbours and `-1`
between the end atoms. -/
theorem bending_eq_springs :
    vecMulVec ![(1 : ℝ), -2, 1] ![(1 : ℝ), -2, 1] =
      (2 : ℝ) • pairSpring (0 : Fin 3) 1 + (2 : ℝ) • pairSpring (1 : Fin 3) 2
        + (-1 : ℝ) • pairSpring (0 : Fin 3) 2 := by
  ext a b
  fin_cases a <;> fin_cases b <;> simp [pairSpring_apply, vecMulVec_apply] <;> norm_num

end

end PairSpringBasis
```

```lean
#print axioms PairSpringBasis.pairSprings_basis
#print axioms PairSpringBasis.bending_eq_springs
```

```
'PairSpringBasis.pairSprings_basis' depends on axioms: [propext, Classical.choice, Quot.sound]
'PairSpringBasis.bending_eq_springs' depends on axioms: [propext, Classical.choice, Quot.sound]
```

## What the theorems say, and for which matrices

`forceConstants N` is the space of force-constant matrices, defined as a subspace of all real $N\times N$ matrices. Atoms are elements of `Fin N`, hence the numbering from zero. A `Bond N` is a pair with its smaller index first, so each spring is counted once. `pairSpring i j` is $P^{ij}$, and `springNetwork k` is the weighted sum over all bonds.

The main theorem, `pairSprings_basis`, has three parts: the pair springs are linearly independent, their span equals `forceConstants N`, and the dimension is $N(N-1)/2$. The first two together are the basis property. The dimension is compared as a real number, so $N-1$ is ordinary subtraction, and the statement holds for every natural $N$, including zero. The rule for the coefficients is `springNetwork_eq_iff`: for $\Phi$ in the space, a network equals $\Phi$ exactly when each spring constant is $-\Phi_{ij}$.

Symmetry and the sum rule are conditions on the matrix; they are not derived from a potential energy. The theorems do not treat several Cartesian components per atom, where each entry becomes a block, nor do they say which spring constants give a stable system.

## How the proof follows the derivation

`pairSpring_apply` gives the delta formula, and `pairSpring_mem` uses it to check symmetry and the sum rule. In `springNetwork_apply`, the intermediate claim `key` is the observation that a pair spring has a single nonzero entry above the diagonal. `split_ifs` runs through the possible coincidences of indices, `omega` discards the combinations that are inconsistent with each other or with $i<j$ and $p<q$, and `norm_num` evaluates the rest.

`eq_zero_of_uncoupled` is the argument for $D=0$: first the entries below the diagonal, then the diagonal through the row sum. `springNetwork_eq_iff` applies it to the difference between the network and $\Phi$.

`card_bond` counts bonds by their upper atom and evaluates the sum by induction on $N$. In `pairSprings_basis`, independence comes from reading the entries of a zero network, and the span from the explicit choice $k_{ij}=-\Phi_{ij}$. The dimension of the span of an independent family is the number of its members, which `card_bond` supplies. Finally, `bending_eq_springs` checks the three-atom decomposition entry by entry.
